# Wigner normal form: an antiunitary map splits a finite-dimensional space into orthogonal invariant blocks of dimension 1 or 2

Let $T$ be an antiunitary map on a finite-dimensional complex inner-product space. The space is an orthogonal direct sum of blocks of two kinds:

- a line spanned by a unit vector $e$ with $Te=e$;
- a plane with orthonormal basis $e,f$, where $Te=f$ and $Tf=\omega e$ for a phase $\omega\neq1$.

Nothing is assumed about $T^2$.

## Antiunitary symmetries beyond time reversal

Time reversal $\Theta$ squares to $+1$ or $-1$, depending on the spin. In magnetic crystals the symmetry is often $\Theta$ combined with a spatial operation, and the square can then be something else. For a spin ½ and a rotation by $\pi/2$ about $z$, the combined operation squares to $i\sigma_z$, with eigenvalues $\pm i$. The question is which degeneracies such a symmetry can force.

If a Hamiltonian commutes with $T$, each of its eigenspaces is mapped into itself by $T$, because the energies are real. The normal form then applies to each level of a finite-dimensional model, and each plane in it holds two orthogonal states of the same energy, which $T$ exchanges up to a phase. When $T^2=-1$, every block is a plane with $\omega=-1$, which is Kramers degeneracy.

That a given physical symmetry acts on the chosen state space as an antiunitary map is an input from physics. The Lean theorems start from such a map and contain no Hamiltonian.

## The statement in words and in Lean

The space is `E`, and $T$ has type `E →ₛₗ[starRingEnd ℂ] E`, a conjugate-linear map: $T(cx)=c^*Tx$. The letter $T$ stands for any antiunitary map, not only for time reversal. The condition `IsAntiunitary T` says
$$\langle Tx,Ty\rangle=\langle y,x\rangle\quad\text{for all }x,y,$$
with the inner product conjugate-linear in its first argument, as in Dirac notation.

`Invariant T V` means that $T$ maps the subspace $V$ into itself. `IsFixedLine` and `IsWignerPair` describe the two kinds of block, and `IsBlock` allows either. "Wigner pair" is a local name for the plane.

The theorem `normal_form_on` takes an invariant subspace $V$ and gives a finite set `s` of blocks. Distinct members are orthogonal (`⟂`), and their sum is $V$ (`s.sup id = V`). Mutual orthogonality makes the sum direct. For $V=0$ the set is empty. Taking $V$ to be the whole space, written `⊤`, gives the result stated at the start; `orthogonal_decomposition` records only that the blocks are invariant and have dimension 1 or 2.

These are existence statements. They don't say that $T$ determines the list of phases, and the blocks themselves are in general not unique. Infinite-dimensional spaces are excluded by `FiniteDimensional ℂ E`.

Two further theorems show that planes are needed. By `pair_irreducible`, a Wigner pair contains no nonzero vector that $T$ sends to a multiple of itself, hence no invariant line. By `twist_witness`, each phase $\omega$ has an antiunitary map on $\mathbb C^2$ whose square multiplies the first basis vector by $\omega$.

## Norms and orthogonality

Setting $y=x$ in the antiunitary condition gives $\|Tx\|^2=\|x\|^2$.

Now suppose $T^2e=\omega e$ with $\omega\neq1$. The condition for the vectors $e$ and $Te$ reads
$$\langle Te,e\rangle=\langle Te,T^2e\rangle=\omega\langle Te,e\rangle .$$
Hence $(\omega-1)\langle Te,e\rangle=0$, and $e\perp Te$.

## A block in every nonzero invariant subspace

Let $V\neq0$ be invariant. Since $T^2(cx)=T(c^*Tx)=c\,T^2x$, the square is complex linear and has an eigenvector $x\in V$, with $T^2x=\omega x$.

**Case $\omega=1$.** Put $y=x+Tx$. Then $Ty=Tx+x=y$. If $y=0$, then $Tx=-x$, and $T(ix)=-i\,Tx=ix$, so $ix$ is a nonzero fixed vector. Dividing a fixed vector by its norm, a real number, keeps it fixed. This gives a line block.

**Case $\omega\neq1$.** Put $e=x/\|x\|$ and $f=Te$. Then $\|f\|=1$, $e\perp f$ and $Tf=\omega e$. Also $|\omega|=\|T^2e\|=1$. The span is invariant, because
$$T(ae+bf)=b^*\omega\,e+a^*f .$$

## Splitting off blocks

Let $x$ be orthogonal to a block $B$. For a line,
$$\langle e,Tx\rangle=\langle Te,Tx\rangle=\langle x,e\rangle=0 .$$
For a plane,
$$\langle f,Tx\rangle=\langle Te,Tx\rangle=\langle x,e\rangle=0,\qquad
\omega^*\langle e,Tx\rangle=\langle Tf,Tx\rangle=\langle x,f\rangle=0 ,$$
and $\omega\neq0$. So $Tx\perp B$ in both cases.

If $B\subseteq V$, then $V=B\oplus(B^\perp\cap V)$. The second summand is invariant and has smaller dimension than $V$. Repeating the step exhausts $V$.

## Why a plane block contains no invariant line

Let $v=ae+bf$ satisfy $Tv=cv$. Comparing components gives
$$b^*\omega=ca,\qquad a^*=cb .$$
The second equation gives $a=c^*b^*$, and the first becomes $b^*\omega=|c|^2b^*$. If $b=0$, then $a=0$ and $v=0$. If $b\neq0$, then $\omega=|c|^2\geq0$, and $|\omega|=1$ forces $\omega=1$, which is excluded.

For an example with any phase, write the components of $x\in\mathbb C^2$ as $x_0,x_1$ and set $\tau(x_0,x_1)=(\omega x_1^*,x_0^*)$. Then
$$\langle\tau x,\tau y\rangle=|\omega|^2x_1y_1^*+x_0y_0^*=\langle y,x\rangle,$$
and $\tau^2(1,0)=\tau(0,1)=(\omega,0)$.

## The Lean file

```lean
import Mathlib

open scoped InnerProductSpace ComplexConjugate

namespace WignerNormalForm

variable {E : Type*} [NormedAddCommGroup E] [InnerProductSpace ℂ E]

/-- A conjugate-linear map `T` of a finite-dimensional space is antiunitary when
`⟨Tx, Ty⟩ = ⟨y, x⟩` for all `x` and `y`. -/
def IsAntiunitary (T : E →ₛₗ[starRingEnd ℂ] E) : Prop :=
  ∀ x y, ⟪T x, T y⟫_ℂ = ⟪y, x⟫_ℂ

/-- The subspace `V` is mapped into itself by `T`. -/
def Invariant (T : E →ₛₗ[starRingEnd ℂ] E) (V : Submodule ℂ E) : Prop :=
  ∀ x ∈ V, T x ∈ V

/-- A line spanned by a unit vector that `T` leaves fixed. -/
def IsFixedLine (T : E →ₛₗ[starRingEnd ℂ] E) (V : Submodule ℂ E) : Prop :=
  ∃ e, ‖e‖ = 1 ∧ T e = e ∧ V = Submodule.span ℂ {e}

/-- A plane with orthonormal basis `e, f` on which `T e = f` and `T f = ω e`, for a phase
`ω` other than 1. -/
def IsWignerPair (T : E →ₛₗ[starRingEnd ℂ] E) (V : Submodule ℂ E) : Prop :=
  ∃ (e f : E) (ω : ℂ), ‖e‖ = 1 ∧ ‖f‖ = 1 ∧ ⟪e, f⟫_ℂ = 0 ∧ ‖ω‖ = 1 ∧ ω ≠ 1 ∧
    T e = f ∧ T f = ω • e ∧ V = Submodule.span ℂ {e, f}

/-- A block of the normal form: a fixed line or a Wigner pair. -/
def IsBlock (T : E →ₛₗ[starRingEnd ℂ] E) (V : Submodule ℂ E) : Prop :=
  IsFixedLine T V ∨ IsWignerPair T V

variable {T : E →ₛₗ[starRingEnd ℂ] E}

/-- An antiunitary map preserves the norm of every vector. -/
theorem norm_map (hT : IsAntiunitary T) (x : E) : ‖T x‖ = ‖x‖ := by
  rw [norm_eq_sqrt_re_inner (𝕜 := ℂ) (T x), norm_eq_sqrt_re_inner (𝕜 := ℂ) x, hT x x]

/-- If `T` is antiunitary and `T² e = ω e` with `ω ≠ 1`, then `e` is orthogonal to `T e`. -/
theorem inner_map_eq_zero (hT : IsAntiunitary T) {e : E} {ω : ℂ}
    (h : T (T e) = ω • e) (hω : ω ≠ 1) : ⟪e, T e⟫_ℂ = 0 := by
  have h1 := hT e (T e)
  rw [h, inner_smul_right] at h1
  have h2 : (ω - 1) * ⟪T e, e⟫_ℂ = 0 := by linear_combination h1
  exact inner_eq_zero_symm.mp ((mul_eq_zero.mp h2).resolve_left (sub_ne_zero.mpr hω))

/-- Every block is mapped into itself by `T` and has complex dimension 1 or 2. -/
theorem block_invariant_finrank {V : Submodule ℂ E} (hV : IsBlock T V) :
    Invariant T V ∧ (Module.finrank ℂ V = 1 ∨ Module.finrank ℂ V = 2) := by
  rcases hV with ⟨e, he, hTe, rfl⟩ | ⟨e, f, ω, he, hf, hef, -, -, hTe, hTf, rfl⟩
  · refine ⟨fun x hx => ?_, Or.inl (finrank_span_singleton ?_)⟩
    · obtain ⟨a, rfl⟩ := Submodule.mem_span_singleton.mp hx
      exact Submodule.mem_span_singleton.mpr ⟨conj a, by rw [map_smulₛₗ, hTe]⟩
    · rintro rfl
      simp at he
  · refine ⟨fun x hx => ?_, Or.inr ?_⟩
    · obtain ⟨a, b, rfl⟩ := Submodule.mem_span_pair.mp hx
      refine Submodule.mem_span_pair.mpr ⟨conj b * ω, conj a, ?_⟩
      rw [map_add, map_smulₛₗ, map_smulₛₗ, hTe, hTf]
      module
    · -- orthonormal vectors are linearly independent
      have hfe : ⟪f, e⟫_ℂ = 0 := inner_eq_zero_symm.mp hef
      have hli : LinearIndependent ℂ ![e, f] := by
        refine LinearIndependent.pair_iff.mpr fun s t h => ⟨?_, ?_⟩
        · have h1 := congrArg (fun v => ⟪e, v⟫_ℂ) h
          simpa [inner_add_right, inner_smul_right, hef, inner_self_eq_norm_sq_to_K, he] using h1
        · have h1 := congrArg (fun v => ⟪f, v⟫_ℂ) h
          simpa [inner_add_right, inner_smul_right, hfe, inner_self_eq_norm_sq_to_K, hf] using h1
      have h2 := finrank_span_eq_card hli
      rwa [Matrix.range_cons, Matrix.range_cons, Matrix.range_empty, Set.union_empty,
        Set.singleton_union, Fintype.card_fin] at h2

/-- An antiunitary map sends vectors orthogonal to a block to vectors orthogonal to it. -/
theorem block_orthogonal (hT : IsAntiunitary T) {B : Submodule ℂ E} (hB : IsBlock T B) :
    Invariant T Bᗮ := by
  intro x hx
  rw [Submodule.mem_orthogonal] at hx ⊢
  rcases hB with ⟨e, -, hTe, rfl⟩ | ⟨e, f, ω, -, -, -, hω, -, hTe, hTf, rfl⟩
  · intro u hu
    obtain ⟨a, rfl⟩ := Submodule.mem_span_singleton.mp hu
    have h1 := hT e x
    rw [hTe, inner_eq_zero_symm.mp (hx e (Submodule.subset_span (by simp)))] at h1
    rw [inner_smul_left, h1, mul_zero]
  · intro u hu
    obtain ⟨a, b, rfl⟩ := Submodule.mem_span_pair.mp hu
    have h1 := hT e x
    rw [hTe, inner_eq_zero_symm.mp (hx e (Submodule.subset_span (by simp)))] at h1
    have h2 := hT f x
    rw [hTf, inner_eq_zero_symm.mp (hx f (Submodule.subset_span (by simp))),
      inner_smul_left] at h2
    have hω0 : conj ω ≠ 0 := by
      intro h
      rw [(map_eq_zero (starRingEnd ℂ)).mp h] at hω
      simp at hω
    rw [inner_add_left, inner_smul_left, inner_smul_left, h1,
      (mul_eq_zero.mp h2).resolve_left hω0, mul_zero, mul_zero, add_zero]

/-- In finite dimension, every nonzero subspace invariant under an antiunitary map contains
a block. -/
theorem exists_block [FiniteDimensional ℂ E] (hT : IsAntiunitary T) {V : Submodule ℂ E}
    (hV : Invariant T V) (h0 : V ≠ ⊥) : ∃ B ≤ V, IsBlock T B := by
  have hn : ∀ y : E, y ≠ 0 → ‖((‖y‖⁻¹ : ℝ) : ℂ) • y‖ = 1 := fun y hy => by
    rw [norm_smul, Complex.norm_real, norm_inv, norm_norm,
      inv_mul_cancel₀ (norm_ne_zero_iff.mpr hy)]
  -- the square of `T` is complex linear, so it has an eigenvector in `V`
  let W : V →ₗ[ℂ] V :=
    { toFun := fun x => ⟨T (T x), hV _ (hV _ x.2)⟩
      map_add' := fun x y => Subtype.ext (by simp)
      map_smul' := fun c x => Subtype.ext (by simp [map_smulₛₗ]) }
  have : Nontrivial V := Submodule.nontrivial_iff_ne_bot.mpr h0
  obtain ⟨ω, hω⟩ := Module.End.exists_eigenvalue W
  obtain ⟨⟨x, hxV⟩, hx⟩ := hω.exists_hasEigenvector
  have hWx : T (T x) = ω • x := congrArg Subtype.val hx.apply_eq_smul
  have hx0 : x ≠ 0 := fun h => hx.2 (Subtype.ext h)
  by_cases h1 : ω = 1
  · -- a fixed vector is `x + T x`, or `i x` when that sum vanishes
    rw [h1, one_smul] at hWx
    obtain ⟨y, hyV, hy0, hy⟩ : ∃ y ∈ V, y ≠ 0 ∧ T y = y := by
      by_cases h2 : x + T x = 0
      · refine ⟨Complex.I • x, V.smul_mem _ hxV, smul_ne_zero Complex.I_ne_zero hx0, ?_⟩
        rw [map_smulₛₗ, eq_neg_of_add_eq_zero_right h2, Complex.conj_I, neg_smul_neg]
      · exact ⟨x + T x, V.add_mem hxV (hV x hxV), h2, by rw [map_add, hWx, add_comm]⟩
    refine ⟨_, ?_, Or.inl ⟨((‖y‖⁻¹ : ℝ) : ℂ) • y, hn y hy0, ?_, rfl⟩⟩
    · exact (Submodule.span_singleton_le_iff_mem _ _).mpr (V.smul_mem _ hyV)
    · rw [map_smulₛₗ, hy, Complex.conj_ofReal]
  · -- otherwise the normalised eigenvector and its image span a pair
    obtain ⟨e, heV, he, hWe⟩ : ∃ e ∈ V, ‖e‖ = 1 ∧ T (T e) = ω • e :=
      ⟨((‖x‖⁻¹ : ℝ) : ℂ) • x, V.smul_mem _ hxV, hn x hx0, by
        rw [map_smulₛₗ, map_smulₛₗ, hWx, Complex.conj_ofReal, Complex.conj_ofReal, smul_comm]⟩
    have hnω : ‖ω‖ = 1 := by
      have h3 := norm_map hT (T e)
      rwa [hWe, norm_smul, norm_map hT, he, mul_one] at h3
    refine ⟨_, ?_, Or.inr ⟨e, T e, ω, he, (norm_map hT e).trans he,
      inner_map_eq_zero hT hWe h1, hnω, h1, rfl, hWe, rfl⟩⟩
    rw [Submodule.span_le]
    rintro z (rfl | rfl)
    · exact heV
    · exact hV _ heV

/-- Wigner normal form on an invariant subspace: in finite dimension, a subspace invariant
under an antiunitary map is the sum of finitely many mutually orthogonal blocks. -/
theorem normal_form_on [FiniteDimensional ℂ E] (hT : IsAntiunitary T) (V : Submodule ℂ E)
    (hV : Invariant T V) : ∃ s : Finset (Submodule ℂ E), (∀ B ∈ s, IsBlock T B) ∧
      (∀ B ∈ s, ∀ C ∈ s, B ≠ C → B ⟂ C) ∧ s.sup id = V := by
  classical
  induction hn : Module.finrank ℂ V using Nat.strong_induction_on generalizing V with
  | _ n ih =>
    subst hn
    by_cases h0 : V = ⊥
    · exact ⟨∅, by simp, by simp, by simp [h0]⟩
    obtain ⟨B, hBV, hB⟩ := exists_block hT hV h0
    have hB0 : B ≠ ⊥ := by
      rintro rfl
      rcases (block_invariant_finrank hB).2 with h | h <;> simp at h
    -- split off the block and continue in its complement inside `V`
    have hlt : Bᗮ ⊓ V < V := by
      refine lt_of_le_of_ne inf_le_right fun h => hB0 ?_
      have h1 : B ≤ Bᗮ := hBV.trans (inf_eq_right.mp h)
      exact Submodule.isOrtho_self.mp h1
    obtain ⟨s, hs, ho, hsup⟩ := ih _ (Submodule.finrank_lt_finrank_of_lt hlt) (Bᗮ ⊓ V)
      (fun x hx => ⟨block_orthogonal hT hB x hx.1, hV x hx.2⟩) rfl
    have hCB : ∀ C ∈ s, C ⟂ B := fun C hC => by
      have h1 : C ≤ s.sup id := Finset.le_sup (f := id) hC
      exact (h1.trans hsup.le).trans inf_le_left
    refine ⟨insert B s, ?_, ?_, ?_⟩
    · intro C hC
      rcases Finset.mem_insert.mp hC with rfl | hC
      · exact hB
      · exact hs C hC
    · intro C hC D hD hne
      rcases Finset.mem_insert.mp hC with rfl | hCs <;>
        rcases Finset.mem_insert.mp hD with rfl | hDs
      · exact absurd rfl hne
      · exact (hCB D hDs).symm
      · exact hCB C hCs
      · exact ho C hCs D hDs hne
    · rw [Finset.sup_insert, hsup, id, ← sup_inf_assoc_of_le _ hBV,
        Submodule.sup_orthogonal_of_hasOrthogonalProjection, top_inf_eq]

/-- For an antiunitary map `T`, a finite-dimensional space is the orthogonal direct sum of
`T`-invariant complex subspaces, each of dimension 1 or 2. -/
theorem orthogonal_decomposition [FiniteDimensional ℂ E] (hT : IsAntiunitary T) :
    ∃ s : Finset (Submodule ℂ E),
      (∀ V ∈ s, Invariant T V ∧ (Module.finrank ℂ V = 1 ∨ Module.finrank ℂ V = 2)) ∧
      (∀ V ∈ s, ∀ W ∈ s, V ≠ W → V ⟂ W) ∧ s.sup id = ⊤ := by
  obtain ⟨s, hs, ho, hsup⟩ := normal_form_on hT ⊤ (fun _ _ => Submodule.mem_top)
  exact ⟨s, fun V hV => block_invariant_finrank (hs V hV), ho, hsup⟩

/-- In a Wigner pair, the only vector that `T` sends to a multiple of itself is zero. -/
theorem pair_irreducible {V : Submodule ℂ E} (hV : IsWignerPair T V) {v : E} (hv : v ∈ V)
    {c : ℂ} (hc : T v = c • v) : v = 0 := by
  obtain ⟨e, f, ω, he, hf, hef, hω, hω1, hTe, hTf, rfl⟩ := hV
  obtain ⟨a, b, rfl⟩ := Submodule.mem_span_pair.mp hv
  have hfe : ⟪f, e⟫_ℂ = 0 := inner_eq_zero_symm.mp hef
  rw [map_add, map_smulₛₗ, map_smulₛₗ, hTe, hTf] at hc
  -- compare the components along `e` and `f`
  have hE : conj b * ω = c * a := by
    have h := congrArg (fun v => ⟪e, v⟫_ℂ) hc
    simpa only [inner_add_right, inner_smul_right, hef, inner_self_eq_norm_sq_to_K, he,
      RCLike.ofReal_one, one_pow, mul_one, mul_zero, add_zero, zero_add] using h
  have hF : conj a = c * b := by
    have h := congrArg (fun v => ⟪f, v⟫_ℂ) hc
    simpa only [inner_add_right, inner_smul_right, hfe, inner_self_eq_norm_sq_to_K, hf,
      RCLike.ofReal_one, one_pow, mul_one, mul_zero, add_zero, zero_add] using h
  have ha : a = conj c * conj b := by
    rw [← map_mul, ← hF, Complex.conj_conj]
  by_cases hb : b = 0
  · simp [ha, hb]
  -- otherwise `ω = |c|²`, and the only such phase is 1
  have h1 : conj b * (ω - c * conj c) = 0 := by linear_combination hE + c * ha
  have h2 : ω = (Complex.normSq c : ℂ) := by
    rw [← Complex.mul_conj]
    exact sub_eq_zero.mp
      ((mul_eq_zero.mp h1).resolve_left ((map_ne_zero (starRingEnd ℂ)).mpr hb))
  rw [h2, Complex.norm_real, Real.norm_of_nonneg (Complex.normSq_nonneg c)] at hω
  exact absurd (by rw [h2, hω, Complex.ofReal_one]) hω1

/-- The conjugate-linear map `(a, b) ↦ (ω b*, a*)` on `ℂ²`. -/
noncomputable def twist (ω : ℂ) :
    EuclideanSpace ℂ (Fin 2) →ₛₗ[starRingEnd ℂ] EuclideanSpace ℂ (Fin 2) where
  toFun x := !₂[ω * conj (x 1), conj (x 0)]
  map_add' x y := by
    ext i
    fin_cases i <;> simp [mul_add]
  map_smul' c x := by
    ext i
    fin_cases i <;> simp [mul_left_comm]

/-- For every phase `ω`, the map `twist ω` is antiunitary and its square multiplies the first
basis vector by `ω`. -/
theorem twist_witness {ω : ℂ} (hω : ‖ω‖ = 1) :
    IsAntiunitary (twist ω) ∧ twist ω (twist ω !₂[1, 0]) = ω • !₂[1, 0] := by
  have h : ω * conj ω = 1 := by
    rw [Complex.mul_conj, Complex.normSq_eq_norm_sq, hω]
    simp
  constructor
  · intro x y
    simp only [twist, LinearMap.coe_mk, AddHom.coe_mk, PiLp.inner_apply, Fin.sum_univ_two,
      RCLike.inner_apply]
    simp
    linear_combination (x 1 * conj (y 1)) * h
  · ext i
    fin_cases i <;> simp [twist]

end WignerNormalForm
```

```lean
#print axioms WignerNormalForm.normal_form_on
#print axioms WignerNormalForm.orthogonal_decomposition
#print axioms WignerNormalForm.pair_irreducible
```

```
'WignerNormalForm.normal_form_on' depends on axioms: [propext, Classical.choice, Quot.sound]
'WignerNormalForm.orthogonal_decomposition' depends on axioms: [propext, Classical.choice, Quot.sound]
'WignerNormalForm.pair_irreducible' depends on axioms: [propext, Classical.choice, Quot.sound]
```

## From the calculation to the Lean proof

`norm_map` and `inner_map_eq_zero` are the two computations with norms and orthogonality. In the second, `linear_combination` produces $(\omega-1)\langle Te,e\rangle=0$, and `mul_eq_zero` removes the nonzero factor.

`block_invariant_finrank` checks invariance by writing a vector of the block in terms of its spanning vectors. For the dimension of a plane, it takes inner products of $se+tf=0$ with $e$ and $f$ to show that the two vectors are linearly independent.

`exists_block` builds $T^2$ as a complex-linear map `W` from $V$ to itself, so that `Module.End.exists_eigenvalue` applies. The two `by_cases` splits are the cases $\omega=1$ or not and, within the first, $x+Tx=0$ or not. The helper `hn` does the normalisation.

`block_orthogonal` contains the complement argument, and `normal_form_on` runs the strong induction on the dimension of $V$. The remainder `Bᗮ ⊓ V` is strictly smaller than $V$: otherwise $B$ would be orthogonal to itself and hence zero. The induction hypothesis supplies blocks for the remainder, and `insert B s` adds the new one. Every earlier block lies in $B^\perp$, which gives orthogonality. The last rewrite is the identity $B+(B^\perp\cap V)=(B+B^\perp)\cap V=V$, valid because $B\subseteq V$.

In `pair_irreducible`, the facts `hE` and `hF` are the two component equations, obtained by taking inner products with $e$ and $f$. The map $\tau$ is called `twist ω` in the file, and `twist_witness` verifies its two properties by components.
